# The Compton profile of non-interacting jellium: an inverted parabola with a kink at the Fermi momentum

A Compton profile tabulated on a momentum grid can be checked before it is used: integrate it numerically over positive and negative $q$, then integrate it again with weight $q^2$. For an isotropic momentum density normalised to one electron, the first integral should be 1 and the second one third of $\langle p^2\rangle$, which fixes the kinetic energy, up to the errors from the spacing and the cut-off of the grid. For non-interacting jellium with Fermi momentum $p_F$, the targets are the explicit numbers $1$ and $p_F^2/5$, and the profile itself is known in closed form:

$$J(q)=\begin{cases}\dfrac{3(p_F^2-q^2)}{4p_F^3}, & |q|\le p_F,\\[1ex] 0, & |q|>p_F.\end{cases}$$

## From the momentum density to the profile

Let $n(p)$ be the momentum density per electron, depending only on the magnitude $p$ of the momentum. In the impulse approximation, the Compton spectrum measures the distribution of one momentum component, say $p_z=q$. This distribution is the integral of $n$ over the plane $p_z=q$. With $s$ the distance from the axis in that plane, $p^2=q^2+s^2$ and $s\,ds=p\,dp$, so

$$J(q)=\int_0^\infty 2\pi s\,n\!\left(\sqrt{q^2+s^2}\right)ds=\int_{|q|}^\infty 2\pi p\,n(p)\,dp .$$

For jellium, $n=3/(4\pi p_F^3)$ inside the Fermi sphere and zero outside. If $|q|\le p_F$,

$$J(q)=\frac{3}{4\pi p_F^3}\int_{|q|}^{p_F}2\pi p\,dp=\frac{3}{4\pi p_F^3}\,\pi\,(p_F^2-q^2)=\frac{3(p_F^2-q^2)}{4p_F^3}.$$

If $|q|>p_F$, the range of integration contains no occupied momentum and $J(q)=0$.

## Even moments by exchanging two integrals

The moments can be found for a general isotropic density. Let $k=0,1,2,\dots$ and write $\langle p^{2k}\rangle=\int_0^\infty p^{2k}\,4\pi p^2n(p)\,dp$. The region $p>|q|$ of the $(q,p)$ plane can be cut along either axis. At fixed $p>0$ it is the interval $-p<q<p$, on which

$$\int_{-p}^{p}q^{2k}\,dq=\frac{2p^{2k+1}}{2k+1}.$$

Integrating over $q$ first therefore gives

$$\int_{-\infty}^{\infty} q^{2k}J(q)\,dq=\int_0^\infty 2\pi p\,n(p)\,\frac{2p^{2k+1}}{2k+1}\,dp=\frac{\langle p^{2k}\rangle}{2k+1}.$$

The exchange is allowed when the double integral converges absolutely, that is, when $p^{2k+2}|n(p)|$ has a finite integral over $p>0$.

For jellium,

$$\langle p^{2k}\rangle=\frac{3}{p_F^3}\int_0^{p_F}p^{2k+2}\,dp=\frac{3p_F^{2k}}{2k+3},\qquad \int_{-\infty}^{\infty} q^{2k}J(q)\,dq=\frac{3p_F^{2k}}{(2k+1)(2k+3)}.$$

Setting $k=0$ gives $1$, and $k=1$ gives $3p_F^2/15=p_F^2/5$.

Finally, the parabola has slope $J'(q)=-3q/(2p_F^3)$ for $0<q<p_F$, which tends to $-3/(2p_F^2)$ at the edge. Beyond the edge the slope is zero. The profile is continuous at $p_F$, but its slope jumps there, and the jump marks the Fermi momentum.

## The profile and the Fermi sphere in Lean

The development uses Mathlib's Lebesgue integral on the real line.

```lean
import Mathlib

open MeasureTheory Set Real

namespace JelliumComptonProfile

noncomputable section
```

The plane integral has already been reduced to a radial one in the definition of the profile. `Ioi |q|` is the open half-line $p>|q|$. The density `n` is a function on all of `ℝ`, but only its values at positive momentum enter.

```lean
/-- The Compton profile of an isotropic momentum density `n`: the integral of `2 π p n(p)` over
all momenta `p > |q|`. -/
def comptonProfile (n : ℝ → ℝ) (q : ℝ) : ℝ := ∫ p in Ioi |q|, 2 * π * p * n p
```

The Fermi sphere is a step function. Its height $3/(4\pi p_F^3)$ is the inverse volume of the sphere, so the density describes one electron, with both spins included in the average.

```lean
/-- The momentum density per electron of jellium as a function of the radial momentum `p ≥ 0`:
constant below the Fermi momentum `pF > 0` and zero from there on. -/
def fermiSphere (pF p : ℝ) : ℝ := if p < pF then 3 / (4 * π * pF ^ 3) else 0
```

This is the ground state of a uniform, non-interacting gas. Interactions or a finite temperature would place some electrons above $p_F$, and a crystal lattice would make the density anisotropic; none of these is described here.

## The sum rule for isotropic densities

The first lemma is the integral over $-p<q<p$, with a constant factor `c` carried along. The indicator function restricts $q$ to the interval `Ioo (-p) p`, which is empty for $p\le 0$; this accounts for the two cases. For $p>0$ the antiderivative is evaluated at both ends, and the odd power $2k+1$ turns the difference into a sum.

```lean
/-- The integral of an even power of `q`, times a constant, over the slab `|q| < p`; the slab is
empty unless `p > 0`. -/
theorem slab_integral (k : ℕ) (p c : ℝ) :
    ∫ q, (Ioo (-p) p).indicator (fun q => q ^ (2 * k) * c) q =
      if 0 < p then 2 * p ^ (2 * k + 1) / (2 * k + 1) * c else 0 := by
  rw [integral_indicator measurableSet_Ioo]
  by_cases hp : 0 < p
  · rw [if_pos hp, ← integral_Ioc_eq_integral_Ioo,
      ← intervalIntegral.integral_of_le (by linarith), intervalIntegral.integral_mul_const,
      integral_pow, Odd.neg_pow ⟨k, rfl⟩]
    push_cast
    ring
  · rw [if_neg hp, Ioo_eq_empty (by linarith), Measure.restrict_empty, integral_zero_measure]
```

The exchange of integrals is stated for a general weight `w`, later set to $2\pi p\,n(p)$. The function `G` equals $q^{2k}w(p)$ on the region $|q|<p$ and zero elsewhere. The facts `hp` and `hq` describe its slices at fixed $q$ and at fixed $p$. In `hnorm` the absolute value of `G` is integrated over $q$, and the hypothesis `hi` makes the result integrable over $p$. Together these give `hint`, integrability on the plane, after which Fubini's theorem applies as `integral_integral_swap`.

```lean
/-- Exchange of the order of integration over `q` and over `p > |q|`, for a measurable weight `w`
such that `p ^ (2k+1) w(p)` is integrable over `p > 0`. -/
theorem exchange (w : ℝ → ℝ) (hw : Measurable w) (k : ℕ)
    (hi : IntegrableOn (fun p => p ^ (2 * k + 1) * w p) (Ioi 0)) :
    (∫ q, q ^ (2 * k) * ∫ p in Ioi |q|, w p) =
      ∫ p in Ioi (0 : ℝ), 2 * p ^ (2 * k + 1) / (2 * k + 1) * w p := by
  -- the integrand on the (q, p) plane, and its slices in both directions
  obtain ⟨G, hG⟩ : ∃ G : ℝ × ℝ → ℝ,
      G = fun z => if |z.1| < z.2 then z.1 ^ (2 * k) * w z.2 else 0 := ⟨_, rfl⟩
  have hm : Measurable G := by
    rw [hG]
    exact Measurable.ite
      (measurableSet_lt (continuous_abs.comp continuous_fst).measurable measurable_snd)
      ((measurable_fst.pow_const _).mul (hw.comp measurable_snd)) measurable_const
  have hp : ∀ q p, G (q, p) = (Ioi |q|).indicator (fun p => q ^ (2 * k) * w p) p := by
    intro q p
    by_cases h : |q| < p
    · rw [indicator_of_mem (show p ∈ Ioi |q| from h), hG]
      exact if_pos h
    · rw [indicator_of_notMem (show p ∉ Ioi |q| from h), hG]
      exact if_neg h
  have hq : ∀ p q, G (q, p) = (Ioo (-p) p).indicator (fun q => q ^ (2 * k) * w p) q := by
    intro p q
    by_cases h : |q| < p
    · rw [indicator_of_mem (show q ∈ Ioo (-p) p from abs_lt.mp h), hG]
      exact if_pos h
    · rw [indicator_of_notMem (show q ∉ Ioo (-p) p from fun h' => h (abs_lt.mpr h')), hG]
      exact if_neg h
  have hn : ∀ p q, ‖G (q, p)‖ =
      (Ioo (-p) p).indicator (fun q => q ^ (2 * k) * |w p|) q := by
    intro p q
    rw [hq]
    by_cases h : q ∈ Ioo (-p) p
    · rw [indicator_of_mem h, indicator_of_mem h, Real.norm_eq_abs, abs_mul,
        abs_of_nonneg (Even.pow_nonneg (even_two_mul k) q)]
    · rw [indicator_of_notMem h, indicator_of_notMem h, norm_zero]
  have hnorm : ∀ p, ∫ q, ‖G (q, p)‖ = (Ioi (0 : ℝ)).indicator
      (fun p => 2 / (2 * (k : ℝ) + 1) * ‖p ^ (2 * k + 1) * w p‖) p := by
    intro p
    simp only [hn]
    rw [slab_integral]
    by_cases h : 0 < p
    · rw [if_pos h, indicator_of_mem (show p ∈ Ioi (0 : ℝ) from h), norm_mul,
        Real.norm_of_nonneg (pow_nonneg h.le _), Real.norm_eq_abs]
      ring
    · rw [if_neg h, indicator_of_notMem (show p ∉ Ioi (0 : ℝ) from h)]
  -- absolute integrability on the plane permits Fubini's theorem
  have hint : Integrable G (volume.prod volume) := by
    refine (integrable_prod_iff' hm.aestronglyMeasurable).2 ⟨ae_of_all _ fun p => ?_, ?_⟩
    · simp only [hq]
      have hc : Continuous fun q : ℝ => q ^ (2 * k) * w p := by fun_prop
      exact (integrable_indicator_iff measurableSet_Ioo).2
        (hc.integrableOn_Icc.mono_set Ioo_subset_Icc_self)
    · simp only [hnorm]
      exact (integrable_indicator_iff measurableSet_Ioi).2
        (Integrable.const_mul (Integrable.norm hi) _)
  have h1 : ∀ q, q ^ (2 * k) * (∫ p in Ioi |q|, w p) = ∫ p, G (q, p) := by
    intro q
    simp only [hp]
    rw [integral_indicator measurableSet_Ioi, integral_const_mul]
  have h2 : ∀ p, ∫ q, G (q, p) = (Ioi (0 : ℝ)).indicator
      (fun p => 2 * p ^ (2 * k + 1) / (2 * k + 1) * w p) p := by
    intro p
    simp only [hq]
    rw [slab_integral]
    by_cases h : 0 < p
    · rw [if_pos h, indicator_of_mem (show p ∈ Ioi (0 : ℝ) from h)]
    · rw [if_neg h, indicator_of_notMem (show p ∉ Ioi (0 : ℝ) from h)]
  simp only [h1]
  rw [integral_integral_swap (f := fun q p => G (q, p)) hint]
  simp only [h2]
  rw [integral_indicator measurableSet_Ioi]
```

With the Compton weight inserted, this becomes the sum rule. It assumes that `n` is measurable and that $p^{2k+2}n(p)$ is integrable over $p>0$. It does not require `n` to be non-negative or normalised, although the right-hand side is an average over electrons only if it is both. The proof consists of moving one factor of $p$ from the weight into the power.

```lean
/-- Sum rule: the `2k`-th moment of the Compton profile is `1/(2k+1)` times the `2k`-th radial
moment of the momentum density, if the density is measurable and that moment converges absolutely.
-/
theorem moment_sum_rule (n : ℝ → ℝ) (hn : Measurable n) (k : ℕ)
    (hi : IntegrableOn (fun p => p ^ (2 * k + 2) * n p) (Ioi 0)) :
    ∫ q, q ^ (2 * k) * comptonProfile n q =
      1 / (2 * k + 1) * ∫ p in Ioi (0 : ℝ), p ^ (2 * k) * (4 * π * p ^ 2 * n p) := by
  have e : (fun p => p ^ (2 * k + 1) * (2 * π * p * n p)) =
      fun p => 2 * π * (p ^ (2 * k + 2) * n p) := by
    funext p
    ring
  refine (exchange (fun p => 2 * π * p * n p) (by fun_prop) k ?_).trans ?_
  · rw [e]
    exact Integrable.const_mul hi _
  · rw [← integral_const_mul]
    congr 1
    funext p
    ring
```

## The parabola and its moments

An integral over the jellium density from `a` upwards stops at the Fermi momentum. The next lemma records this for any factor `g`, so that it serves both the profile, with $g=2\pi p$, and the moments, with $g=4\pi p^{2k+2}$.

```lean
/-- Integrating against the jellium density over momenta above `a ≤ pF` is integrating from `a`
to the Fermi momentum with constant density. -/
theorem fermiSphere_integral (g : ℝ → ℝ) {a pF : ℝ} (h : a ≤ pF) :
    ∫ p in Ioi a, g p * fermiSphere pF p = ∫ p in a..pF, g p * (3 / (4 * π * pF ^ 3)) := by
  have e : ∀ p, g p * fermiSphere pF p =
      (Iio pF).indicator (fun p => g p * (3 / (4 * π * pF ^ 3))) p := by
    intro p
    by_cases hp : p < pF
    · rw [indicator_of_mem (show p ∈ Iio pF from hp), fermiSphere, if_pos hp]
    · rw [indicator_of_notMem (show p ∉ Iio pF from hp), fermiSphere, if_neg hp, mul_zero]
  simp only [e]
  rw [setIntegral_indicator measurableSet_Iio, Ioi_inter_Iio,
    ← integral_Ioc_eq_integral_Ioo, ← intervalIntegral.integral_of_le h]
```

The closed form follows the two cases of the derivation. For $|q|\le p_F$ the lemma leaves the integral of $p$ from $|q|$ to $p_F$, and `sq_abs` replaces $|q|^2$ by $q^2$. For $|q|>p_F$ the integrand vanishes throughout.

```lean
/-- The Compton profile of jellium with Fermi momentum `pF > 0` is the inverted parabola
`3 (pF² - q²) / (4 pF³)` for `|q| ≤ pF` and zero beyond. -/
theorem jellium_profile {pF : ℝ} (hpF : 0 < pF) (q : ℝ) :
    comptonProfile (fermiSphere pF) q =
      if |q| ≤ pF then 3 * (pF ^ 2 - q ^ 2) / (4 * pF ^ 3) else 0 := by
  by_cases h : |q| ≤ pF
  · rw [if_pos h]
    refine (fermiSphere_integral (fun p => 2 * π * p) h).trans ?_
    rw [intervalIntegral.integral_mul_const, intervalIntegral.integral_const_mul,
      integral_id, sq_abs]
    have := Real.pi_pos
    field_simp
  · rw [if_neg h]
    refine setIntegral_eq_zero_of_forall_eq_zero fun p hp => ?_
    have hp' : |q| < p := hp
    rw [fermiSphere, if_neg (by linarith), mul_zero]
```

For the moments, the two hypotheses of the sum rule must first be checked for the step function. It is measurable (`hm`), and $p^{2k+2}n(p)$ is integrable because on $p>0$ it agrees with a continuous function cut off at $p_F$ (`hi`). The remaining integral is that of a power from $0$ to $p_F$.

```lean
/-- All even moments of the jellium Compton profile, for Fermi momentum `pF > 0`. -/
theorem jellium_moment {pF : ℝ} (hpF : 0 < pF) (k : ℕ) :
    ∫ q, q ^ (2 * k) * comptonProfile (fermiSphere pF) q =
      3 * pF ^ (2 * k) / ((2 * k + 1) * (2 * k + 3)) := by
  have hm : Measurable (fermiSphere pF) :=
    Measurable.ite measurableSet_Iio measurable_const measurable_const
  have hc : Continuous fun p : ℝ => p ^ (2 * k + 2) * (3 / (4 * π * pF ^ 3)) := by fun_prop
  have hi : IntegrableOn (fun p => p ^ (2 * k + 2) * fermiSphere pF p) (Ioi 0) := by
    refine (((hc.integrableOn_Icc (a := 0) (b := pF)).mono_set
      Ico_subset_Icc_self).integrable_indicator measurableSet_Ico).integrableOn.congr_fun
      (fun p hp => ?_) measurableSet_Ioi
    by_cases h : p < pF
    · rw [indicator_of_mem (show p ∈ Ico 0 pF from ⟨le_of_lt hp, h⟩), fermiSphere, if_pos h]
    · rw [indicator_of_notMem (show p ∉ Ico 0 pF from fun h' => h h'.2), fermiSphere,
        if_neg h, mul_zero]
  have e : (∫ p in Ioi (0 : ℝ), p ^ (2 * k) * (4 * π * p ^ 2 * fermiSphere pF p)) =
      ∫ p in Ioi (0 : ℝ), (4 * π * p ^ (2 * k + 2)) * fermiSphere pF p := by
    congr 1
    funext p
    ring
  rw [moment_sum_rule _ hm k hi, e,
    fermiSphere_integral (fun p => 4 * π * p ^ (2 * k + 2)) hpF.le,
    intervalIntegral.integral_mul_const, intervalIntegral.integral_const_mul, integral_pow,
    zero_pow (by omega), show pF ^ (2 * k + 2 + 1) = pF ^ (2 * k) * pF ^ 3 by ring]
  push_cast
  rw [show 2 * (k : ℝ) + 2 + 1 = 2 * k + 3 by ring]
  have := Real.pi_pos
  have h1 : 2 * (k : ℝ) + 1 ≠ 0 := by positivity
  have h3 : 2 * (k : ℝ) + 3 ≠ 0 := by positivity
  field_simp
  ring
```

The cases $k=0$ and $k=1$ are the two targets of the grid check.

```lean
/-- For `pF > 0` the jellium Compton profile integrates to one over the real line, and its second
moment is `pF² / 5`. -/
theorem jellium_norm_and_second_moment {pF : ℝ} (hpF : 0 < pF) :
    ∫ q, comptonProfile (fermiSphere pF) q = 1 ∧
      ∫ q, q ^ 2 * comptonProfile (fermiSphere pF) q = pF ^ 2 / 5 := by
  constructor
  · have h := jellium_moment hpF 0
    simp only [mul_zero, pow_zero, one_mul, Nat.cast_zero] at h
    rw [h]
    norm_num
  · have h := jellium_moment hpF 1
    simp only [mul_one, Nat.cast_one] at h
    rw [h]
    ring
```

The hypothesis `0 < pF` is needed here. Take $p_F=-1$: the step function is then non-zero only for $p<-1$, which the range $p>|q|$ never reaches. The profile vanishes identically, so its integral is $0$ instead of $1$, and its second moment is $0$ instead of $1/5$.

## The jump in slope at the Fermi momentum

`HasDerivWithinAt` with the set `Iic pF` is the derivative from the left, and with `Ici pF` the derivative from the right. On the left, the profile agrees with the parabola for all positive $q$ up to $p_F$; this is `inside`, and it suffices because a derivative depends only on values near the point. On the right, the profile is zero, including at $p_F$ itself by `edge`, so its derivative is that of a constant.

```lean
/-- The kink at the Fermi momentum `pF > 0`: the jellium Compton profile has slope
`-3 / (2 pF²)` at `q = pF` from the left and slope zero from the right. -/
theorem jellium_kink {pF : ℝ} (hpF : 0 < pF) :
    HasDerivWithinAt (comptonProfile (fermiSphere pF)) (-3 / (2 * pF ^ 2)) (Iic pF) pF ∧
      HasDerivWithinAt (comptonProfile (fermiSphere pF)) 0 (Ici pF) pF := by
  have inside : ∀ q, 0 < q → q ≤ pF →
      comptonProfile (fermiSphere pF) q = 3 * (pF ^ 2 - q ^ 2) / (4 * pF ^ 3) := by
    intro q h0 h
    rw [jellium_profile hpF, if_pos (by rwa [abs_of_pos h0])]
  have edge : comptonProfile (fermiSphere pF) pF = 0 := by
    rw [inside pF hpF le_rfl, sub_self, mul_zero, zero_div]
  constructor
  · have hd : HasDerivAt (fun q : ℝ => 3 * (pF ^ 2 - q ^ 2) / (4 * pF ^ 3))
        (-3 / (2 * pF ^ 2)) pF := by
      refine ((((hasDerivAt_pow 2 pF).const_sub (pF ^ 2)).const_mul 3).div_const
        (4 * pF ^ 3)).congr_deriv ?_
      push_cast
      field_simp
      ring
    refine hd.hasDerivWithinAt.congr_of_eventuallyEq ?_ (inside pF hpF le_rfl)
    filter_upwards [self_mem_nhdsWithin, mem_nhdsWithin_of_mem_nhds (Ioi_mem_nhds hpF)]
      with q h1 h2
    exact inside q h2 h1
  · refine (hasDerivWithinAt_const pF (Ici pF) (0 : ℝ)).congr (fun q hq => ?_) edge
    rcases eq_or_lt_of_le (show pF ≤ q from hq) with h | h
    · rw [← h, edge]
    · rw [jellium_profile hpF, if_neg (by rw [abs_of_pos (hpF.trans h)]; linarith)]

end

end JelliumComptonProfile
```

```lean
#print axioms JelliumComptonProfile.jellium_profile
#print axioms JelliumComptonProfile.jellium_norm_and_second_moment
#print axioms JelliumComptonProfile.jellium_kink
```

```
'JelliumComptonProfile.jellium_profile' depends on axioms: [propext, Classical.choice, Quot.sound]
'JelliumComptonProfile.jellium_norm_and_second_moment' depends on axioms: [propext, Classical.choice, Quot.sound]
'JelliumComptonProfile.jellium_kink' depends on axioms: [propext, Classical.choice, Quot.sound]
```
